# With ħ = m = 1, the static response integral of a free one-dimensional Fermi sea for a single momentum transfer q > 2kF is log((q + 2kF)/(q − 2kF))/q

To find the second-order energy of non-interacting electrons on a line in a weak static potential 2V cos(qx), one sums reciprocal energy denominators over the occupied momenta k. At zero temperature these fill the Fermi sea −kF ≤ k ≤ kF, where kF is the Fermi momentum, and in a long system the sum becomes an integral. The potential transfers momentum q or −q, and each transfer has its own response integral. The one for q is derived here in closed form for q > 2kF, together with a principal-value counterpart for 0 < q < 2kF. The last section adds the transfer −q, which doubles the result for q > 2kF.

```lean
import Mathlib

open MeasureTheory

namespace LindhardOneDim

noncomputable section
```

## The energy denominator and its pole

In units with ħ = m = 1, a free particle has energy

ε(k) = k²/2.

All momenta are real numbers, so the system is already infinitely long.

```lean
/-- Kinetic energy of a free particle of momentum `k`, in units with `ħ = m = 1`. -/
def energy (k : ℝ) : ℝ := k ^ 2 / 2
```

The potential transfers momentum q, at an energy cost of ε(k + q) − ε(k). Lean calls this `excitation k q`.

```lean
/-- Energy needed to take a free particle from momentum `k` to momentum `k + q`. -/
def excitation (k q : ℝ) : ℝ := energy (k + q) - energy k
```

Expanding the square gives

ε(k + q) − ε(k) = (k² + 2kq + q²)/2 − k²/2 = kq + q²/2.

After the definitions are unfolded, `ring` does this expansion.

```lean
/-- The excitation energy is `k q + q² / 2`. -/
theorem excitation_eq (k q : ℝ) : excitation k q = k * q + q ^ 2 / 2 := by
  unfold excitation energy
  ring
```

The denominator factors as q(k + q/2). For q ≠ 0, therefore,

q · 1/(kq + q²/2) = 1/(k + q/2),

with a single pole at k = −q/2.

```lean
/-- Multiplied by `q`, the reciprocal excitation energy is a simple pole at `k = -q/2`. -/
theorem mul_one_div_excitation {q : ℝ} (hq : q ≠ 0) (k : ℝ) :
    q * (1 / excitation k q) = (k + q / 2)⁻¹ := by
  have h : excitation k q = q * (k + q / 2) := by
    rw [excitation_eq]
    ring
  rw [h, one_div, mul_inv, ← mul_assoc, mul_inv_cancel₀ hq, one_mul]
```

## Integrating over a segment

Let q ≠ 0, and let a and b be the ends of a momentum segment that avoids the pole. Substituting x = k + q/2 gives

q ∫ₐᵇ dk/(kq + q²/2) = ∫ dx/x from a + q/2 to b + q/2 = log((b + q/2)/(a + q/2)).

The two shifted endpoints have the same sign, so the ratio is positive. `Set.uIcc a b` is the closed segment between a and b in either order. The `calc` block follows the same steps: factor, shift, integrate 1/x.

```lean
/-- Contribution of a momentum segment that avoids the pole at `k = -q/2`. -/
theorem segment_integral {q a b : ℝ} (hq : q ≠ 0) (h : -(q / 2) ∉ Set.uIcc a b) :
    q * (∫ k in a..b, 1 / excitation k q) = Real.log ((b + q / 2) / (a + q / 2)) := by
  have h0 : (0 : ℝ) ∉ Set.uIcc (a + q / 2) (b + q / 2) := by
    intro h'
    apply h
    rw [Set.mem_uIcc] at h' ⊢
    rcases h' with ⟨h1, h2⟩ | ⟨h1, h2⟩
    · left
      constructor <;> linarith
    · right
      constructor <;> linarith
  calc q * (∫ k in a..b, 1 / excitation k q)
      = ∫ k in a..b, (k + q / 2)⁻¹ := by
        rw [← intervalIntegral.integral_const_mul]
        congr 1
        funext k
        exact mul_one_div_excitation hq k
    -- shift the momentum so that the pole sits at the origin
    _ = ∫ x in (a + q / 2)..(b + q / 2), x⁻¹ :=
        intervalIntegral.integral_comp_add_right (fun x : ℝ => x⁻¹) (q / 2)
    _ = Real.log ((b + q / 2) / (a + q / 2)) := integral_inv h0
```

If the pole lies in the segment, even at an end, the integral diverges logarithmically: starting a distance η to the right of the pole, ∫ dx/x from η to c equals log(c/η), which grows without bound as η → 0. Only a segment of zero length escapes. Mathlib has this criterion for 1/(k − c); since q ≠ 0 here too, multiplying by q or by q⁻¹ carries it over in both directions.

```lean
/-- The reciprocal excitation energy is integrable over a momentum segment exactly when
the segment is a single point or avoids the pole at `k = -q/2`. -/
theorem segment_integrable_iff {q a b : ℝ} (hq : q ≠ 0) :
    IntervalIntegrable (fun k => 1 / excitation k q) volume a b ↔
      a = b ∨ -(q / 2) ∉ Set.uIcc a b := by
  have e1 : (fun k => q * (1 / excitation k q)) = fun k => (k - -(q / 2))⁻¹ := by
    funext k
    rw [mul_one_div_excitation hq, sub_neg_eq_add]
  have e2 : (fun k => q⁻¹ * (k - -(q / 2))⁻¹) = fun k => 1 / excitation k q := by
    funext k
    rw [sub_neg_eq_add, ← mul_one_div_excitation hq k, ← mul_assoc,
      inv_mul_cancel₀ hq, one_mul]
  rw [← intervalIntegrable_sub_inv_iff]
  constructor
  · intro h
    have h2 : IntervalIntegrable (fun k => q * (1 / excitation k q)) volume a b :=
      h.const_mul q
    rwa [e1] at h2
  · intro h
    have h2 : IntervalIntegrable (fun k => q⁻¹ * (k - -(q / 2))⁻¹) volume a b :=
      h.const_mul q⁻¹
    rwa [e2] at h2
```

For the Fermi sea with q > 0, the pole −q/2 lies in [−kF, kF] exactly when −kF ≤ −q/2, that is, when q ≤ 2kF. The integral thus converges only for q > 2kF, and q = 2kF is excluded.

```lean
/-- For `q > 0` the response integral over the Fermi sea `[-kF, kF]` converges absolutely
exactly when `q > 2 kF`. -/
theorem fermiSea_integrable_iff {kF q : ℝ} (hk : 0 < kF) (hq : 0 < q) :
    IntervalIntegrable (fun k => 1 / excitation k q) volume (-kF) kF ↔ 2 * kF < q := by
  rw [segment_integrable_iff hq.ne', Set.uIcc_of_le (by linarith), Set.mem_Icc]
  constructor
  · rintro (h | h)
    · linarith
    · by_contra hn
      have hn' : q ≤ 2 * kF := not_lt.mp hn
      exact h ⟨by linarith, by linarith⟩
  · intro h
    right
    rintro ⟨h1, _⟩
    linarith
```

## The closed form above 2kF

Setting a = −kF and b = kF, then doubling numerator and denominator, gives

q ∫ dk/(kq + q²/2) = log((kF + q/2)/(−kF + q/2)) = log((q + 2kF)/(q − 2kF)).

Division by q finishes the derivation. The static, zero-temperature Lindhard function also includes the equal contribution of momentum transfer −q: without its spin and 2π prefactors it is, up to sign, twice this integral. Frequency dependence and interactions are absent. Lean gives a divergent integral the value 0, so the theorem states integrability alongside the formula.

```lean
/-- For `q > 2 kF` the reciprocal excitation energy is integrable over the Fermi sea, with integral
`log ((q + 2 kF) / (q - 2 kF)) / q`. -/
theorem lindhard_integral {kF q : ℝ} (hk : 0 < kF) (hq : 2 * kF < q) :
    IntervalIntegrable (fun k => 1 / excitation k q) volume (-kF) kF ∧
      ∫ k in (-kF)..kF, 1 / excitation k q
        = Real.log ((q + 2 * kF) / (q - 2 * kF)) / q := by
  have hq0 : 0 < q := by linarith
  refine ⟨(fermiSea_integrable_iff hk hq0).mpr hq, ?_⟩
  have hpole : -(q / 2) ∉ Set.uIcc (-kF) kF := by
    rw [Set.uIcc_of_le (by linarith), Set.mem_Icc]
    rintro ⟨h1, _⟩
    linarith
  have h := segment_integral hq0.ne' hpole
  have d1 : -kF + q / 2 ≠ 0 := by
    intro h0
    linarith
  have d2 : q - 2 * kF ≠ 0 := by
    intro h0
    linarith
  have e : (kF + q / 2) / (-kF + q / 2) = (q + 2 * kF) / (q - 2 * kF) := by
    rw [div_eq_div_iff d1 d2]
    ring
  rw [e] at h
  rw [eq_div_iff hq0.ne', mul_comm]
  exact h
```

For kF = 1 and q = 4 the denominator is 4k + 8, and the integral is log(3)/4 ≈ 0.2747. Simpson's rule with the points −1, 0, 1 gives (1/3)(1/4 + 4/8 + 1/12) ≈ 0.2778.

## Cutting out the pole below 2kF

For 0 < q < 2kF, remove a window of half-width δ > 0 around the pole. Multiplied by q, the two remaining integrals are

log(δ/(kF − q/2)) and log((kF + q/2)/δ).

In their sum log δ cancels, leaving log((2kF + q)/(2kF − q)). `linear_combination iA + iB` performs this cancellation. Division by q gives the sum of the two integrals themselves. Since this does not depend on δ, it is also the principal value of the response integral. The window lies inside the sea when δ < kF − q/2; for larger δ the identity still holds, with integrals that run backwards counted negatively.

```lean
/-- For `0 < q < 2 kF`, the oriented integrals from `-kF` to `-q/2 - δ` and from `-q/2 + δ`
to `kF` add up to `log ((2 kF + q) / (2 kF - q)) / q` for every `δ > 0`. -/
theorem lindhard_principal_value {kF q δ : ℝ} (hq : 0 < q) (hqk : q < 2 * kF) (hδ : 0 < δ) :
    (∫ k in (-kF)..(-(q / 2) - δ), 1 / excitation k q)
      + (∫ k in (-(q / 2) + δ)..kF, 1 / excitation k q)
        = Real.log ((2 * kF + q) / (2 * kF - q)) / q := by
  have hA : -(q / 2) ∉ Set.uIcc (-kF) (-(q / 2) - δ) := by
    rw [Set.mem_uIcc]
    rintro (⟨h1, h2⟩ | ⟨h1, h2⟩) <;> linarith
  have hB : -(q / 2) ∉ Set.uIcc (-(q / 2) + δ) kF := by
    rw [Set.mem_uIcc]
    rintro (⟨h1, h2⟩ | ⟨h1, h2⟩) <;> linarith
  have iA := segment_integral hq.ne' hA
  have iB := segment_integral hq.ne' hB
  have p1 : kF + q / 2 ≠ 0 := by
    intro h0
    linarith
  have p2 : kF - q / 2 ≠ 0 := by
    intro h0
    linarith
  have p3 : 2 * kF - q ≠ 0 := by
    intro h0
    linarith
  rw [show -(q / 2) - δ + q / 2 = -δ by ring, show -kF + q / 2 = -(kF - q / 2) by ring,
    neg_div_neg_eq, Real.log_div hδ.ne' p2] at iA
  rw [show -(q / 2) + δ + q / 2 = δ by ring, Real.log_div p1 hδ.ne'] at iB
  have e : (2 * kF + q) / (2 * kF - q) = (kF + q / 2) / (kF - q / 2) := by
    rw [div_eq_div_iff p3 p2]
    ring
  rw [e, Real.log_div p1 p2, eq_div_iff hq.ne']
  -- the two logarithms of the window width cancel
  linear_combination iA + iB
```

With kF = 1, q = 1 and δ = 1/4, the two pieces are log(1/2) and log 6, which add up to log 3.

## Both momentum transfers of a standing wave

The potential 2V cos(qx) couples k to both k + q and k − q. Because

ε(k − q) − ε(k) = −kq + q²/2 = ε(−k + q) − ε(−k),

the reflection k → −k turns one integral into the other, and for q > 2kF the total is twice the closed form. The proof first shows that the second term is integrable, so that the integral of the sum may be split. In the usual perturbation formula, this total times −V²/(2π) is the second-order energy per unit length and spin.

```lean
/-- For `q > 2 kF`, the momentum transfers `q` and `-q` together contribute
`2 log ((q + 2 kF) / (q - 2 kF)) / q`. -/
theorem lindhard_standing_wave {kF q : ℝ} (hk : 0 < kF) (hq : 2 * kF < q) :
    ∫ k in (-kF)..kF, (1 / excitation k q + 1 / excitation k (-q))
      = 2 * Real.log ((q + 2 * kF) / (q - 2 * kF)) / q := by
  obtain ⟨hint, hval⟩ := lindhard_integral hk hq
  have hneg : IntervalIntegrable (fun k => 1 / excitation k (-q)) volume (-kF) kF := by
    have hq0 : -q ≠ 0 := by
      intro h0
      linarith
    rw [segment_integrable_iff hq0, Set.uIcc_of_le (by linarith), Set.mem_Icc]
    right
    rintro ⟨_, h2⟩
    linarith
  -- reflection of the Fermi sea exchanges the two momentum transfers
  have hrefl : ∫ k in (-kF)..kF, 1 / excitation k (-q)
      = ∫ k in (-kF)..kF, 1 / excitation k q := by
    have h := intervalIntegral.integral_comp_neg (a := -kF) (b := kF)
      (fun k => 1 / excitation k q)
    rw [neg_neg] at h
    refine Eq.trans ?_ h
    congr 1
    funext k
    have e : excitation k (-q) = excitation (-k) q := by
      rw [excitation_eq, excitation_eq]
      ring
    rw [e]
  rw [intervalIntegral.integral_add hint hneg, hrefl, hval]
  ring

end

end LindhardOneDim
```

```lean
#print axioms LindhardOneDim.fermiSea_integrable_iff
-- 'LindhardOneDim.fermiSea_integrable_iff' depends on axioms: [propext, Classical.choice, Quot.sound]
#print axioms LindhardOneDim.lindhard_principal_value
-- 'LindhardOneDim.lindhard_principal_value' depends on axioms: [propext, Classical.choice, Quot.sound]
#print axioms LindhardOneDim.lindhard_standing_wave
-- 'LindhardOneDim.lindhard_standing_wave' depends on axioms: [propext, Classical.choice, Quot.sound]
```
